# The lowest level of a j-averaged Hamiltonian lies at or above the weighted mean of the lowest j levels

A spin-free effective core potential can be built from a spin-orbit one by averaging, for each orbital angular momentum l ≥ 1, the potentials of the two channels j = l − 1/2 and j = l + 1/2. The weights are the degeneracies 2j + 1, that is 2l and 2l + 2, divided by their sum. A natural test follows: solve the one-electron problem in the averaged channel and compare its lowest level with the same weighted average of the two j-resolved levels. The two numbers generally differ, and when all three levels are computed in one common basis, the level of the averaged channel is never the lower of the two.

## The bound

Let H₋ and H₊ be the real symmetric matrices of the channel Hamiltonians for j = l − 1/2 and j = l + 1/2 in one common finite orthonormal basis, and let E₋ and E₊ be their lowest eigenvalues. Define the averaged Hamiltonian H̄ and the weighted mean Ē by

    H̄ = (l H₋ + (l+1) H₊) / (2l+1)

    Ē = (l E₋ + (l+1) E₊) / (2l+1)

and let E be the lowest eigenvalue of H̄. For l ≥ 1,

    E ≥ Ē,

and E = Ē exactly when some nonzero vector x satisfies both H₋x = E₋x and H₊x = E₊x.

## How to read the test

Suppose the channels differ only in their potential, H₋ = H₀ + V₋ and H₊ = H₀ + V₊, where H₀ holds the radial kinetic, centrifugal and local terms for the given l. The weights add to one, so H̄ equals H₀ + (l V₋ + (l+1) V₊)/(2l+1), the Hamiltonian of the averaged potential. For one electron in a finite basis shared by both channels, the bound then fixes how the test is read. A positive E − Ē is not in itself a fault: when all three numbers are correctly computed lowest levels, it says that the two channels share no ground vector. The test is one-sided, since a fault that raises E, such as the solver for H̄ returning a higher level, also gives a positive value. A negative value beyond numerical tolerance says that the three numbers are not the lowest eigenvalues of matrices related as above, for instance because the runs used different bases or the solver for one of the j channels returned a level that is not the lowest. A scalar channel fitted so that its lowest level reproduces Ē is a different operator from H̄ whenever the channels share no ground vector.

## Derivation

Write ⟨x, y⟩ = Σᵢ xᵢ yᵢ for real vectors, with i running over the basis. Take a real symmetric matrix H with lowest eigenvalue E₀ and set S = H − E₀·1, which is also symmetric. If Sv = μv with v ≠ 0, then Hv = (μ + E₀)v, so μ + E₀ ≥ E₀ and μ ≥ 0. By the spectral theorem S has an orthonormal eigenbasis vₖ with eigenvalues μₖ ≥ 0. Expanding any vector as x = Σₖ cₖ vₖ gives

    ⟨x, Hx⟩ − E₀⟨x, x⟩ = ⟨x, Sx⟩ = Σₖ μₖ cₖ² ≥ 0.

This is the variational bound. If it is an equality, every term μₖ cₖ² vanishes, hence every μₖ cₖ vanishes, and Sx = Σₖ μₖ cₖ vₖ = 0, which is Hx = E₀x.

Now take weights a, b ≥ 0, let E be the lowest eigenvalue of aH₋ + bH₊, let x be an eigenvector for it, and put N = ⟨x, x⟩ > 0. The scalar product of the eigenvalue equation with x reads

    a⟨x, H₋x⟩ + b⟨x, H₊x⟩ = E N.

The variational bound gives ⟨x, H₋x⟩ ≥ E₋N and ⟨x, H₊x⟩ ≥ E₊N. Multiplying these by a and b and adding gives E N ≥ (aE₋ + bE₊)N, and dividing by N gives E ≥ aE₋ + bE₊. In normalised form, with the excess energies δ₋ = ⟨x, H₋x⟩/N − E₋ ≥ 0 and δ₊ = ⟨x, H₊x⟩/N − E₊ ≥ 0,

    E − (aE₋ + bE₊) = a δ₋ + b δ₊.

Let a, b > 0 and suppose the left side is zero. Two nonnegative terms that add to zero both vanish, so δ₋ = δ₊ = 0, and the equality case gives H₋x = E₋x and H₊x = E₊x. Conversely, if y ≠ 0 is a ground vector of both matrices, then

    (aH₋ + bH₊) y = (aE₋ + bE₊) y,

so aE₋ + bE₊ is an eigenvalue of the combination and E ≤ aE₋ + bE₊. With the inequality already shown, the two are equal. The choice a = l/(2l+1) and b = (l+1)/(2l+1) turns the combination into H̄ and the weighted energy into Ē, and both weights are positive for l ≥ 1.

## Smallest cases

With one basis function the matrices are numbers, the vector (1) is a ground vector of both, and E = Ē always. Two functions are enough for a strict gap. Take H₋ = diag(1, 0) and H₊ = diag(0, 1), so that E₋ = E₊ = 0 and Ē = 0, with unit ground vectors (0, 1) and (1, 0). Then

    H̄ = diag( l/(2l+1), (l+1)/(2l+1) ),   E = l/(2l+1) > 0.

In the ground vector (1, 0) of H̄ the excesses are δ₋ = 1 and δ₊ = 0, which reproduces the gap as a δ₋. For a p channel, l = 1, H̄ = diag(1/3, 2/3) and E = 1/3.

## The Lean file

```lean
import Mathlib

open Matrix

namespace SpinOrbitAveraging

noncomputable section

variable {n : Type*} [Fintype n]

/-- `x` is a nonzero eigenvector of the Hamiltonian matrix `H` with energy `E`. -/
def IsLevel (H : Matrix n n ℝ) (E : ℝ) (x : n → ℝ) : Prop :=
  x ≠ 0 ∧ H *ᵥ x = E • x

/-- `E` is the lowest eigenvalue of `H`. -/
def IsGroundEnergy (H : Matrix n n ℝ) (E : ℝ) : Prop :=
  IsLeast {μ | ∃ x, IsLevel H μ x} E

/-- The j-averaged Hamiltonian `(l Hm + (l+1) Hp)/(2l+1)` of the channels
`j = l - 1/2` and `j = l + 1/2`. -/
def averaged (l : ℕ) (Hm Hp : Matrix n n ℝ) : Matrix n n ℝ :=
  (1 / (2 * (l : ℝ) + 1)) • ((l : ℝ) • Hm + ((l : ℝ) + 1) • Hp)

/-- The weighted mean `(l Em + (l+1) Ep)/(2l+1)` of two j levels. -/
def weightedMean (l : ℕ) (Em Ep : ℝ) : ℝ :=
  ((l : ℝ) * Em + ((l : ℝ) + 1) * Ep) / (2 * (l : ℝ) + 1)

/-- Each eigenvalue in the spectral decomposition of a Hermitian real matrix has a
nonzero eigenvector. -/
theorem exists_level [DecidableEq n] {A : Matrix n n ℝ} (hA : A.IsHermitian) (i : n) :
    ∃ x, IsLevel A (hA.eigenvalues i) x := by
  refine ⟨_, ?_, hA.mulVec_eigenvectorBasis i⟩
  intro h
  apply hA.eigenvectorBasis.orthonormal.ne_zero i
  ext k
  exact congrFun h k

/-- A real symmetric Hamiltonian on a nonempty finite basis has a lowest eigenvalue. -/
theorem exists_groundEnergy [Nonempty n] {H : Matrix n n ℝ} (hH : H.IsSymm) :
    ∃ E, IsGroundEnergy H E := by
  classical
  have hA : H.IsHermitian := by
    unfold Matrix.IsHermitian
    rw [conjTranspose_eq_transpose_of_trivial, hH.eq]
  have hfin : Set.Finite {μ | ∃ x, IsLevel H μ x} := by
    refine (Module.End.finite_hasEigenvalue (Matrix.toLin' H)).subset ?_
    rintro μ ⟨x, hx0, hx⟩
    have hv : Module.End.HasEigenvector (Matrix.toLin' H) μ x :=
      ⟨Module.End.mem_eigenspace_iff.2 (by simpa using hx), hx0⟩
    exact Module.End.hasEigenvalue_of_hasEigenvector hv
  obtain ⟨E, hE, hmin⟩ := Set.exists_min_image _ id hfin
    ⟨_, exists_level hA (Classical.arbitrary n)⟩
  exact ⟨E, hE, fun μ hμ => hmin μ hμ⟩

/-- The j-averaged Hamiltonian of two real symmetric matrices on a nonempty finite basis
has a lowest eigenvalue. -/
theorem exists_groundEnergy_averaged [Nonempty n] (l : ℕ) {Hm Hp : Matrix n n ℝ}
    (hm : Hm.IsSymm) (hp : Hp.IsSymm) : ∃ E, IsGroundEnergy (averaged l Hm Hp) E := by
  apply exists_groundEnergy
  unfold Matrix.IsSymm averaged
  rw [transpose_smul, transpose_add, transpose_smul, transpose_smul, hm.eq, hp.eq]

/-- A real symmetric Hamiltonian shifted down by its lowest eigenvalue is positive
semidefinite. -/
theorem shifted_posSemidef [DecidableEq n] {H : Matrix n n ℝ} {E : ℝ} (hH : H.IsSymm)
    (hE : IsGroundEnergy H E) : (H - E • (1 : Matrix n n ℝ)).PosSemidef := by
  have hS : (H - E • (1 : Matrix n n ℝ)).IsHermitian := by
    unfold Matrix.IsHermitian
    rw [conjTranspose_eq_transpose_of_trivial, transpose_sub, transpose_smul,
      transpose_one, hH.eq]
  rw [hS.posSemidef_iff_eigenvalues_nonneg]
  intro i
  obtain ⟨x, hx0, hx⟩ := exists_level hS i
  rw [sub_mulVec, smul_mulVec, one_mulVec, sub_eq_iff_eq_add, ← add_smul] at hx
  -- a level `μ` of the shifted matrix is a level `μ + E` of `H`
  have h : E ≤ hS.eigenvalues i + E := hE.2 ⟨x, hx0, hx⟩
  show (0 : ℝ) ≤ hS.eigenvalues i
  linarith

/-- Variational principle: `E ⟨x, x⟩ ≤ ⟨x, H x⟩` for the lowest eigenvalue `E` of a real
symmetric `H` and every vector `x`. -/
theorem variational_bound {H : Matrix n n ℝ} {E : ℝ} (hH : H.IsSymm)
    (hE : IsGroundEnergy H E) (x : n → ℝ) : E * (x ⬝ᵥ x) ≤ x ⬝ᵥ H *ᵥ x := by
  classical
  have h := (shifted_posSemidef hH hE).dotProduct_mulVec_nonneg x
  rw [star_trivial, sub_mulVec, smul_mulVec, one_mulVec, dotProduct_sub, dotProduct_smul,
    smul_eq_mul] at h
  linarith

/-- A vector that saturates the variational bound satisfies `H x = E x`. -/
theorem eigen_of_variational_eq {H : Matrix n n ℝ} {E : ℝ} (hH : H.IsSymm)
    (hE : IsGroundEnergy H E) {x : n → ℝ} (hx : x ⬝ᵥ H *ᵥ x = E * (x ⬝ᵥ x)) :
    H *ᵥ x = E • x := by
  classical
  have h := ((shifted_posSemidef hH hE).dotProduct_mulVec_zero_iff x).1 (by
    rw [star_trivial, sub_mulVec, smul_mulVec, one_mulVec, dotProduct_sub, dotProduct_smul,
      smul_eq_mul, hx, sub_self])
  rwa [sub_mulVec, smul_mulVec, one_mulVec, sub_eq_zero] at h

/-- For nonnegative weights, the lowest eigenvalue of `a Hm + b Hp` is at least
`a Em + b Ep`. -/
theorem mixture_ground_ge {Hm Hp : Matrix n n ℝ} {a b Em Ep E : ℝ} (ha : 0 ≤ a) (hb : 0 ≤ b)
    (hm : Hm.IsSymm) (hp : Hp.IsSymm) (hEm : IsGroundEnergy Hm Em)
    (hEp : IsGroundEnergy Hp Ep) (hE : IsGroundEnergy (a • Hm + b • Hp) E) :
    a * Em + b * Ep ≤ E := by
  obtain ⟨x, hx0, hx⟩ := hE.1
  have hN : 0 < x ⬝ᵥ x :=
    lt_of_le_of_ne (Finset.sum_nonneg fun i _ => mul_self_nonneg (x i))
      (fun h => hx0 (dotProduct_self_eq_zero.1 h.symm))
  -- expectation value of the mixture in its own ground vector
  have h := congrArg (fun y => x ⬝ᵥ y) hx
  simp only [add_mulVec, smul_mulVec, dotProduct_add, dotProduct_smul, smul_eq_mul] at h
  have h1 := mul_le_mul_of_nonneg_left (variational_bound hm hEm x) ha
  have h2 := mul_le_mul_of_nonneg_left (variational_bound hp hEp x) hb
  apply le_of_mul_le_mul_right _ hN
  linarith

/-- For positive weights, the lowest eigenvalue of `a Hm + b Hp` equals `a Em + b Ep`
exactly when `Hm` and `Hp` share a ground eigenvector. -/
theorem mixture_ground_eq_iff {Hm Hp : Matrix n n ℝ} {a b Em Ep E : ℝ} (ha : 0 < a)
    (hb : 0 < b) (hm : Hm.IsSymm) (hp : Hp.IsSymm) (hEm : IsGroundEnergy Hm Em)
    (hEp : IsGroundEnergy Hp Ep) (hE : IsGroundEnergy (a • Hm + b • Hp) E) :
    E = a * Em + b * Ep ↔ ∃ x, IsLevel Hm Em x ∧ IsLevel Hp Ep x := by
  constructor
  · intro heq
    obtain ⟨x, hx0, hx⟩ := hE.1
    have h := congrArg (fun y => x ⬝ᵥ y) hx
    simp only [add_mulVec, smul_mulVec, dotProduct_add, dotProduct_smul, smul_eq_mul] at h
    rw [heq] at h
    have h1 := mul_le_mul_of_nonneg_left (variational_bound hm hEm x) ha.le
    have h2 := mul_le_mul_of_nonneg_left (variational_bound hp hEp x) hb.le
    -- two nonnegative excesses add to zero, so both bounds are tight
    have e1 : x ⬝ᵥ Hm *ᵥ x = Em * (x ⬝ᵥ x) := mul_left_cancel₀ ha.ne' (by linarith)
    have e2 : x ⬝ᵥ Hp *ᵥ x = Ep * (x ⬝ᵥ x) := mul_left_cancel₀ hb.ne' (by linarith)
    exact ⟨x, ⟨hx0, eigen_of_variational_eq hm hEm e1⟩,
      ⟨hx0, eigen_of_variational_eq hp hEp e2⟩⟩
  · rintro ⟨x, ⟨hx0, h1⟩, ⟨-, h2⟩⟩
    refine le_antisymm (hE.2 ⟨x, hx0, ?_⟩) (mixture_ground_ge ha.le hb.le hm hp hEm hEp hE)
    -- the shared vector is a level of the mixture at the weighted energy
    rw [add_mulVec, smul_mulVec, smul_mulVec, h1, h2, smul_smul, smul_smul, add_smul]

/-- For `l ≥ 1` the lowest eigenvalue of the j-averaged Hamiltonian is at least the weighted
mean of the lowest j levels, with equality exactly when the two channel Hamiltonians share
a ground eigenvector. -/
theorem averaged_ground_ge_weightedMean {l : ℕ} (hl : 1 ≤ l) {Hm Hp : Matrix n n ℝ}
    {Em Ep E : ℝ} (hm : Hm.IsSymm) (hp : Hp.IsSymm) (hEm : IsGroundEnergy Hm Em)
    (hEp : IsGroundEnergy Hp Ep) (hE : IsGroundEnergy (averaged l Hm Hp) E) :
    weightedMean l Em Ep ≤ E ∧
      (E = weightedMean l Em Ep ↔ ∃ x, IsLevel Hm Em x ∧ IsLevel Hp Ep x) := by
  have hl' : (0 : ℝ) < l := by exact_mod_cast hl
  have ha : 0 < 1 / (2 * (l : ℝ) + 1) * l := by positivity
  have hb : 0 < 1 / (2 * (l : ℝ) + 1) * ((l : ℝ) + 1) := by positivity
  have hw : weightedMean l Em Ep =
      1 / (2 * (l : ℝ) + 1) * l * Em + 1 / (2 * (l : ℝ) + 1) * ((l : ℝ) + 1) * Ep := by
    unfold weightedMean
    ring
  rw [averaged, smul_add, smul_smul, smul_smul] at hE
  rw [hw]
  exact ⟨mixture_ground_ge ha.le hb.le hm hp hEm hEp hE,
    mixture_ground_eq_iff ha hb hm hp hEm hEp hE⟩

/-- The symmetric matrices `diag(1, 0)` and `diag(0, 1)` both have lowest eigenvalue `0`,
while their j-average has lowest eigenvalue `l/(2l+1)`, strictly above the weighted mean
for `l ≥ 1`. -/
theorem strict_witness {l : ℕ} (hl : 1 ≤ l) :
    (!![1, 0; 0, 0] : Matrix (Fin 2) (Fin 2) ℝ).IsSymm ∧
    (!![0, 0; 0, 1] : Matrix (Fin 2) (Fin 2) ℝ).IsSymm ∧
    IsGroundEnergy !![1, 0; 0, 0] 0 ∧ IsGroundEnergy !![0, 0; 0, 1] 0 ∧
    IsGroundEnergy (averaged l !![1, 0; 0, 0] !![0, 0; 0, 1]) (l / (2 * (l : ℝ) + 1)) ∧
    weightedMean l 0 0 < l / (2 * (l : ℝ) + 1) := by
  have hl' : (0 : ℝ) < l := by exact_mod_cast hl
  have key : ∀ a b : ℝ, IsGroundEnergy !![a, 0; 0, b] (min a b) := by
    intro a b
    constructor
    · rcases le_total a b with h | h
      · refine ⟨![1, 0], fun h0 => by simpa using congrFun h0 0, ?_⟩
        rw [min_eq_left h]
        ext i
        fin_cases i <;> simp [mulVec, dotProduct, Fin.sum_univ_succ]
      · refine ⟨![0, 1], fun h0 => by simpa using congrFun h0 1, ?_⟩
        rw [min_eq_right h]
        ext i
        fin_cases i <;> simp [mulVec, dotProduct, Fin.sum_univ_succ]
    · rintro μ ⟨x, hx0, hx⟩
      have h0 : a * x 0 = μ * x 0 := by
        have := congrFun hx 0
        simp only [mulVec, dotProduct, Fin.sum_univ_two, Pi.smul_apply, smul_eq_mul] at this
        rw [← this]
        simp
      have h1 : b * x 1 = μ * x 1 := by
        have := congrFun hx 1
        simp only [mulVec, dotProduct, Fin.sum_univ_two, Pi.smul_apply, smul_eq_mul] at this
        rw [← this]
        simp
      by_cases c0 : x 0 = 0
      · have c1 : x 1 ≠ 0 := fun c1 => hx0 (by
          ext i
          fin_cases i
          exacts [c0, c1])
        exact (min_le_right a b).trans (mul_right_cancel₀ c1 h1).le
      · exact (min_le_left a b).trans (mul_right_cancel₀ c0 h0).le
  have hav : averaged l !![1, 0; 0, 0] !![0, 0; 0, 1] =
      !![l / (2 * (l : ℝ) + 1), 0; 0, ((l : ℝ) + 1) / (2 * (l : ℝ) + 1)] := by
    ext i j
    fin_cases i <;> fin_cases j <;> simp [averaged, div_eq_inv_mul]
  have hle : l / (2 * (l : ℝ) + 1) ≤ ((l : ℝ) + 1) / (2 * (l : ℝ) + 1) :=
    div_le_div_of_nonneg_right (by linarith) (by positivity)
  refine ⟨?_, ?_, ?_, ?_, ?_, ?_⟩
  · ext i j
    fin_cases i <;> fin_cases j <;> simp
  · ext i j
    fin_cases i <;> fin_cases j <;> simp
  · have := key 1 0
    rwa [min_eq_right zero_le_one] at this
  · have := key 0 1
    rwa [min_eq_left zero_le_one] at this
  · have := key (l / (2 * (l : ℝ) + 1)) (((l : ℝ) + 1) / (2 * (l : ℝ) + 1))
    rwa [min_eq_left hle, ← hav] at this
  · rw [weightedMean, mul_zero, mul_zero, add_zero, zero_div]
    positivity

end

end SpinOrbitAveraging
```

```lean
#print axioms SpinOrbitAveraging.exists_groundEnergy_averaged
-- 'SpinOrbitAveraging.exists_groundEnergy_averaged' depends on axioms: [propext, Classical.choice, Quot.sound]
#print axioms SpinOrbitAveraging.averaged_ground_ge_weightedMean
-- 'SpinOrbitAveraging.averaged_ground_ge_weightedMean' depends on axioms: [propext, Classical.choice, Quot.sound]
```

## The statement in words

The finite type `n` labels the basis, states are real vectors `n → ℝ`, and `Hm`, `Hp`, `Em`, `Ep` stand for H₋, H₊, E₋, E₊. The expression `x ⬝ᵥ H *ᵥ x` is ⟨x, Hx⟩ with the plain dot product, which fixes the basis as orthonormal. `IsLevel H E x` says that x ≠ 0 and Hx = Ex, with no normalisation imposed. `IsGroundEnergy H E` says that E is the least element of the set of eigenvalues: it belongs to the set and bounds it from below. The definitions `averaged` and `weightedMean` are H̄ and Ē, with `l` a natural number.

The main theorem `averaged_ground_ge_weightedMean` assumes `1 ≤ l`, symmetry of both matrices, and that `Em`, `Ep`, `E` are ground energies of H₋, H₊, H̄. It concludes `weightedMean l Em Ep ≤ E` together with the equivalence between `E = weightedMean l Em Ep` and `∃ x, IsLevel Hm Em x ∧ IsLevel Hp Ep x`. Degenerate ground levels are allowed, and the matrices need not commute: one shared ground vector is all that equality requires. On a nonempty basis, `exists_groundEnergy` and `exists_groundEnergy_averaged` supply the three energies.

## How the proof follows the derivation

`exists_level` takes the vector for each spectral eigenvalue from Mathlib's orthonormal `eigenvectorBasis` and uses orthonormality to show that it is nonzero. `exists_groundEnergy` shows that the set of eigenvalues is finite and, by `exists_level`, nonempty, and picks its minimum with `Set.exists_min_image`; the version for H̄ adds only that H̄ is symmetric.

`shifted_posSemidef` is the step μ ≥ 0. Positive semidefiniteness of S is reduced to nonnegative eigenvalues, each eigenvector of S is rewritten as one of H at μ + E₀, and the lower-bound half `hE.2` gives E₀ ≤ μ + E₀. The expansion in cₖ is not repeated in the file, since two Mathlib facts about positive semidefinite matrices take its place: `dotProduct_mulVec_nonneg` yields `variational_bound`, and `dotProduct_mulVec_zero_iff` yields `eigen_of_variational_eq`.

In `mixture_ground_ge` the half `hE.1` provides the eigenvector x, `hN` is N > 0, `h` is the scalar-product equation, and `h1`, `h2` are the two bounds multiplied by a and b. The factor N is cancelled by `le_of_mul_le_mul_right`. The forward direction of `mixture_ground_eq_iff` sets up the same three relations, obtains a⟨x, H₋x⟩ = aE₋N and its partner by linear arithmetic, and cancels the nonzero weights to reach `e1` and `e2`, which state δ₋ = δ₊ = 0 before division by N. The reverse direction feeds the shared vector to `hE.2` and combines the result with the inequality. Both lemmas assume that H₋ and H₊ are symmetric, which their docstrings leave unsaid, and neither needs a + b = 1. The main theorem rewrites H̄ and Ē in the form with weights a and b and applies both.

`strict_witness` states the 2×2 example for every l ≥ 1: the symmetry of the two matrices, the three ground energies and the strict inequality. Its step `key` shows that diag(a, b) has lowest eigenvalue min(a, b), since an eigenvector has a nonzero component at index 0 or 1, which forces the eigenvalue to be a or b.

## Scope

The theorem concerns two arbitrary real symmetric matrices of the same finite size in exact arithmetic. The angular momentum content enters only through the definition of the weights; their origin in the degeneracies 2j + 1, the splitting into H₀ and a potential, and the reading of the code test above are physical interpretation laid on top of the checked statements. The theorem gives the sign of E − Ē and the condition for zero, with no estimate of its size and no rounding tolerance.

Only the lowest level of each channel is compared, so higher levels of the same l are not covered. Complex Hermitian matrices, generalised eigenproblems with an overlap matrix and the complete-basis limit are absent from the file. For a non-orthogonal basis shared by all three runs, one common transformation to an orthonormal basis preserves the averaging and turns the generalised eigenvalues into ordinary ones, so the same sign holds for them; that reduction is not formalised here. Many-electron spin-orbit calculations, in which the two j potentials act through projectors onto l and j inside a single Hamiltonian, are a different problem. The condition l ≥ 1 serves the equality criterion: at l = 0 the weight of H₋ is zero, H̄ reduces to H₊, and E = Ē whatever H₋ is, in line with an s channel having only j = 1/2.
